# Exchange collisions at angle $\sqrt h$ with an incoherent qubit give a Lindblad rate as $h\to0^+$

Suppose a system meets a fresh qubit in every time step $h$, and each meeting rotates the pair by an angle proportional to $h$. As the steps shrink, the dissipation disappears, because it enters only at order $h^2$ per step. An angle $\sqrt h$ repairs this, but a first-order effect would then grow like $1/\sqrt h$ in the rate. If the coupling always flips the qubit between its ground and excited states, and the qubit arrives without coherence between them, that effect vanishes and a finite rate remains.

```lean
import Mathlib

open Matrix Filter
open scoped Kronecker Topology

namespace CollisionModel

noncomputable section
```

This loads Mathlib and the notation for Kronecker products and limits.

## Two facts from calculus

```lean
/-- A curve with velocity `g`, whose velocity is differentiable at time zero with
acceleration `B`, departs from uniform motion by `t² B / 2` to leading order. -/
theorem second_order_limit {E : Type*} [NormedAddCommGroup E] [NormedSpace ℝ E]
    {f g : ℝ → E} {B : E} (hf : ∀ t, HasDerivAt f (g t) t) (hg : HasDerivAt g B 0) :
    Tendsto (fun t : ℝ => (t ^ 2)⁻¹ • (f t - f 0 - t • g 0)) (𝓝[>] 0)
      (𝓝 ((1 / 2 : ℝ) • B)) := by
  rw [Metric.tendsto_nhdsWithin_nhds]
  intro ε hε
  have h1 := (hasDerivAt_iff_isLittleO.1 hg).def (half_pos hε)
  obtain ⟨δ, hδ, hb⟩ := Metric.eventually_nhds_iff.1 h1
  refine ⟨δ, hδ, ?_⟩
  intro t ht htd
  have ht0 : 0 < t := ht
  have htδ : t < δ := by simpa [Real.dist_eq, abs_of_pos ht0] using htd
  -- the remainder has a derivative of size at most (ε/2) t on [0, t]
  have hF : ∀ x, HasDerivAt (fun s : ℝ => f s - s • g 0 - (s ^ 2 / 2) • B)
      (g x - g 0 - x • B) x := by
    intro x
    have h2 : HasDerivAt (fun s : ℝ => s ^ 2 / 2) x x :=
      ((hasDerivAt_pow 2 x).div_const 2).congr_deriv (by norm_num)
    have h3 := ((hf x).fun_sub ((hasDerivAt_id' x).smul_const (g 0))).fun_sub
      (h2.smul_const B)
    exact h3.congr_deriv (by rw [one_smul])
  have hbound : ∀ x ∈ Set.Icc (0 : ℝ) t, ‖g x - g 0 - x • B‖ ≤ ε / 2 * t := by
    intro x hx
    have hd : dist x 0 < δ := by
      rw [Real.dist_eq, sub_zero, abs_of_nonneg hx.1]
      exact lt_of_le_of_lt hx.2 htδ
    have hbx : ‖g x - g 0 - x • B‖ ≤ ε / 2 * |x| := by
      simpa only [sub_zero, Real.norm_eq_abs] using hb hd
    rw [abs_of_nonneg hx.1] at hbx
    exact hbx.trans (mul_le_mul_of_nonneg_left hx.2 (half_pos hε).le)
  have hm : ‖(f t - t • g 0 - (t ^ 2 / 2) • B)
      - (f 0 - (0 : ℝ) • g 0 - ((0 : ℝ) ^ 2 / 2) • B)‖ ≤ ε / 2 * t * ‖t - 0‖ :=
    (convex_Icc (0 : ℝ) t).norm_image_sub_le_of_norm_hasDerivWithin_le
      (fun x _ => (hF x).hasDerivWithinAt) hbound
      (Set.left_mem_Icc.2 ht0.le) (Set.right_mem_Icc.2 ht0.le)
  have e : (t ^ 2)⁻¹ • (f t - f 0 - t • g 0) - (1 / 2 : ℝ) • B
      = (t ^ 2)⁻¹ • ((f t - t • g 0 - (t ^ 2 / 2) • B)
        - (f 0 - (0 : ℝ) • g 0 - ((0 : ℝ) ^ 2 / 2) • B)) := by
    have h5 : (1 / 2 : ℝ) • B = (t ^ 2)⁻¹ • ((t ^ 2 / 2) • B) := by
      rw [smul_smul]
      congr 1
      field_simp
    rw [h5]
    module
  rw [dist_eq_norm, e, norm_smul, Real.norm_of_nonneg (by positivity)]
  calc _ ≤ (t ^ 2)⁻¹ * (ε / 2 * t * ‖t - 0‖) :=
        mul_le_mul_of_nonneg_left hm (by positivity)
    _ = ε / 2 := by
        rw [sub_zero, Real.norm_of_nonneg ht0.le]
        field_simp
    _ < ε := half_lt_self hε
```

Let a curve $f$ have velocity $g$, with $g'(0)=B$. Then $(f(t)-f(0)-t\,g(0))/t^2\to B/2$ as $t\to0^+$. `Tendsto … (𝓝[>] 0) (𝓝 x)` reads "tends to $x$ as the variable goes to 0 from above".

By hand, set $F(s)=f(s)-s\,g(0)-\tfrac{s^2}{2}B$, so $F'(s)=g(s)-g(0)-sB$. Given $\varepsilon>0$, differentiability of $g$ at 0 gives $\|F'(s)\|\le\tfrac\varepsilon2 s\le\tfrac\varepsilon2 t$ on $[0,t]$ for small $t$ (`hbound`). The mean value inequality gives $\|F(t)-F(0)\|\le\tfrac\varepsilon2t^2$ (`hm`); divide by $t^2$.

```lean
/-- The evolved operator `exp(tA) R exp(-tA)` changes at the rate given by the evolved
commutator of `A` and `R`. -/
theorem hasDerivAt_evolved {𝔸 : Type*} [NormedRing 𝔸] [NormedAlgebra ℝ 𝔸] [Algebra ℚ 𝔸]
    [CompleteSpace 𝔸] (A R : 𝔸) (t : ℝ) :
    HasDerivAt (fun s : ℝ => NormedSpace.exp (s • A) * R * NormedSpace.exp (s • (-A)))
      (NormedSpace.exp (t • A) * (A * R - R * A) * NormedSpace.exp (t • (-A))) t := by
  have h := ((hasDerivAt_exp_smul_const A t).mul_const R).fun_mul
    (hasDerivAt_exp_smul_const' (-A) t)
  refine h.congr_deriv ?_
  simp only [mul_sub, sub_mul, mul_assoc, neg_mul, mul_neg]
  abel
```

The product rule gives
$$\tfrac{d}{dt}\,e^{tA}Re^{-tA}=e^{tA}(AR-RA)e^{-tA}.$$

## The system, the qubit and one collision

```lean
variable {n : Type*} [Fintype n] [DecidableEq n]

/-- The qubit raising operator `s₊`, with index 0 the ground state. -/
def raising : Matrix (Fin 2) (Fin 2) ℂ := !![0, 0; 1, 0]
```

The system has a finite basis `n`. The qubit basis is `Fin 2`, with 0 the ground state, and $s_+$ takes 0 to 1.

```lean
/-- The qubit lowering operator `s₋`. -/
def lowering : Matrix (Fin 2) (Fin 2) ℂ := !![0, 1; 0, 0]
```

Its adjoint $s_-$ takes 1 to 0.

```lean
/-- The qubit state without coherence, with population `1 - p` in the ground state and
`p` in the excited state. -/
def ancilla (p : ℝ) : Matrix (Fin 2) (Fin 2) ℂ := !![1 - (p : ℂ), 0; 0, (p : ℂ)]
```

The qubit state is $\eta=\mathrm{diag}(1-p,\,p)$. Lean accepts any real $p$; populations require $0\le p\le1$.

```lean
/-- The exchange coupling `V = L ⊗ s₊ + L† ⊗ s₋`. -/
def coupling (L : Matrix n n ℂ) : Matrix (n × Fin 2) (n × Fin 2) ℂ :=
  L ⊗ₖ raising + Lᴴ ⊗ₖ lowering
```

This is $V=L\otimes s_++L^\dagger\otimes s_-$ for an arbitrary matrix $L$; `ᴴ` denotes the adjoint.

```lean
/-- The partial trace over the qubit. -/
def partialTrace : Matrix (n × Fin 2) (n × Fin 2) ℂ →ₗ[ℂ] Matrix n n ℂ where
  toFun M := Matrix.of fun i j => ∑ a, M (i, a) (j, a)
  map_add' M N := by ext i j; simp [Finset.sum_add_distrib]
  map_smul' c M := by ext i j; simp [mul_add]
```

The partial trace sums over the qubit index: $(\mathrm{Tr}_qM)_{ij}=\sum_aM_{(i,a),(j,a)}$. The two further fields show that it is linear.

```lean
/-- The system state after one collision: evolve by `U = exp(-i t V)` with a fresh qubit,
then trace the qubit out. -/
def collide (L : Matrix n n ℂ) (p : ℝ) (ρ : Matrix n n ℂ) (t : ℝ) : Matrix n n ℂ :=
  partialTrace (NormedSpace.exp ((-(Complex.I * t)) • coupling L) * (ρ ⊗ₖ ancilla p)
    * (NormedSpace.exp ((-(Complex.I * t)) • coupling L))ᴴ)
```

With $\hbar=1$ and $U=e^{-itV}$, the state after a collision is $\mathrm{Tr}_q[U(\rho\otimes\eta)U^\dagger]$. The system has no Hamiltonian of its own, and $\rho$ may be any matrix.

```lean
/-- The dissipator `L ρ L† - (1/2){L† L, ρ}`. -/
def dissipator (L ρ : Matrix n n ℂ) : Matrix n n ℂ :=
  L * ρ * Lᴴ - (1 / 2 : ℂ) • (Lᴴ * L * ρ + ρ * (Lᴴ * L))
```

This is $D[L]\rho=L\rho L^\dagger-\tfrac12\{L^\dagger L,\rho\}$.

## Expanding the collision

```lean
omit [Fintype n] [DecidableEq n] in
/-- Tracing the qubit out of a product operator `X ⊗ Y` leaves `tr(Y) X`. -/
theorem partialTrace_kronecker (X : Matrix n n ℂ) (Y : Matrix (Fin 2) (Fin 2) ℂ) :
    partialTrace (X ⊗ₖ Y) = Y.trace • X := by
  ext i j
  simp [partialTrace, Matrix.trace_fin_two, Fin.sum_univ_two]
  ring
```

Summing the qubit's diagonal entries gives $\mathrm{Tr}_q(X\otimes Y)=\mathrm{tr}(Y)\,X$.

```lean
/-- With `A = -iV` and `R` the product of `ρ` and the qubit state, the system state after a
collision is the partial trace of `exp(tA) R exp(-tA)`. -/
theorem collide_eq (L : Matrix n n ℂ) (p : ℝ) (ρ : Matrix n n ℂ) (t : ℝ) :
    collide L p ρ t = partialTrace (NormedSpace.exp (t • ((-Complex.I) • coupling L))
      * (ρ ⊗ₖ ancilla p) * NormedSpace.exp (t • (-((-Complex.I) • coupling L)))) := by
  have hr : raisingᴴ = lowering := by
    ext i j; fin_cases i <;> fin_cases j <;> simp [raising, lowering]
  have hl : loweringᴴ = raising := by rw [← hr, conjTranspose_conjTranspose]
  -- the coupling is Hermitian
  have hV : (coupling L)ᴴ = coupling L := by
    rw [coupling, conjTranspose_add, conjTranspose_kronecker, conjTranspose_kronecker,
      hr, hl, conjTranspose_conjTranspose, add_comm]
  have h1 : (-(Complex.I * t)) • coupling L = t • ((-Complex.I) • coupling L) := by
    ext i j
    simp only [Matrix.smul_apply, smul_eq_mul, Complex.real_smul]
    ring
  have h2 : ((-(Complex.I * t)) • coupling L)ᴴ
      = t • (-((-Complex.I) • coupling L)) := by
    rw [conjTranspose_smul, hV]
    ext i j
    simp only [Matrix.smul_apply, Matrix.neg_apply, smul_eq_mul, Complex.real_smul,
      star_neg, star_mul', Complex.star_def, Complex.conj_I, Complex.conj_ofReal]
    ring
  rw [collide, ← Matrix.exp_conjTranspose, h2, h1]
```

Since $s_+^\dagger=s_-$, $V$ is Hermitian (`hV`). With $A=-iV$, therefore, $U=e^{tA}$ and $U^\dagger=e^{-tA}$, the form differentiated above.

```lean
omit [DecidableEq n] in
/-- For a qubit without coherence the first-order effect of the coupling on the system
vanishes. -/
theorem partialTrace_first_order (L ρ : Matrix n n ℂ) (p : ℝ) :
    partialTrace (coupling L * (ρ ⊗ₖ ancilla p) - (ρ ⊗ₖ ancilla p) * coupling L) = 0 := by
  simp only [coupling, map_sub, map_add, Matrix.add_mul, Matrix.mul_add,
    ← Matrix.mul_kronecker_mul, partialTrace_kronecker]
  simp [raising, lowering, ancilla, Matrix.trace_fin_two]
```

Write $R=\rho\otimes\eta$. Then
$$\mathrm{Tr}_q[V,R]=\mathrm{tr}(s_+\eta)[L,\rho]+\mathrm{tr}(s_-\eta)[L^\dagger,\rho]=0,$$
because $\eta$ is diagonal.

```lean
omit [DecidableEq n] in
/-- The second-order effect of the coupling on the system is the dissipator of `L` weighted by `1 -
p` plus the dissipator of `L†` weighted by `p`. -/
theorem partialTrace_second_order (L ρ : Matrix n n ℂ) (p : ℝ) :
    partialTrace (coupling L * (ρ ⊗ₖ ancilla p) * coupling L
      - (1 / 2 : ℂ) • (coupling L * coupling L * (ρ ⊗ₖ ancilla p)
        + (ρ ⊗ₖ ancilla p) * (coupling L * coupling L)))
      = (1 - (p : ℂ)) • dissipator L ρ + (p : ℂ) • dissipator Lᴴ ρ := by
  simp only [coupling, map_sub, map_smul, map_add, Matrix.add_mul, Matrix.mul_add,
    ← Matrix.mul_kronecker_mul, partialTrace_kronecker]
  simp [raising, lowering, ancilla, Matrix.trace_fin_two, dissipator]
  simp only [Matrix.mul_assoc]
  module

attribute [local instance] Matrix.linftyOpNormedRing Matrix.linftyOpNormedAlgebra
```

Since $s_\pm^2=0$,
$$V^2=L^\dagger L\otimes s_-s_++LL^\dagger\otimes s_+s_-.$$
The qubit traces are $\mathrm{tr}(s_-s_+\eta)=1-p$ and $\mathrm{tr}(s_+s_-\eta)=p$. Hence
$$\mathrm{Tr}_q\big(VRV-\tfrac12\{V^2,R\}\big)=(1-p)D[L]\rho+p\,D[L^\dagger]\rho.$$
In Lean, `simp` evaluates the traces and `module` collects terms. The last line selects a matrix norm for the limits.

```lean
/-- For a small collision angle `t`, the change of the system state divided by `t²` tends
to the weighted sum of the two dissipators. -/
theorem collide_quadratic (L ρ : Matrix n n ℂ) (p : ℝ) :
    Tendsto (fun t : ℝ => (t ^ 2)⁻¹ • (collide L p ρ t - ρ)) (𝓝[>] 0)
      (𝓝 ((1 - (p : ℂ)) • dissipator L ρ + (p : ℂ) • dissipator Lᴴ ρ)) := by
  have hfirst := partialTrace_first_order L ρ p
  have hsecond := partialTrace_second_order L ρ p
  have hR : partialTrace (ρ ⊗ₖ ancilla p) = ρ := by
    rw [partialTrace_kronecker]
    simp [ancilla, Matrix.trace_fin_two]
  have hc := collide_eq L p ρ
  generalize coupling L = V at hfirst hsecond hc
  generalize ρ ⊗ₖ ancilla p = R at hfirst hsecond hc hR
  have hK : ((-Complex.I) • V) * R - R * ((-Complex.I) • V)
      = (-Complex.I) • (V * R - R * V) := by
    rw [smul_mul_assoc, mul_smul_comm, smul_sub]
  -- half the double commutator with -iV
  have hB : (1 / 2 : ℝ) • (((-Complex.I) • V) * ((-Complex.I) • (V * R - R * V))
      - ((-Complex.I) • (V * R - R * V)) * ((-Complex.I) • V))
      = V * R * V - (1 / 2 : ℂ) • (V * V * R + R * (V * V)) := by
    have hhalf : ∀ M : Matrix (n × Fin 2) (n × Fin 2) ℂ,
        (1 / 2 : ℝ) • M = (1 / 2 : ℂ) • M := by
      intro M; ext i j; simp [Complex.real_smul]
    have hd : ((-Complex.I) • V) * ((-Complex.I) • (V * R - R * V))
        - ((-Complex.I) • (V * R - R * V)) * ((-Complex.I) • V)
        = (-1 : ℂ) • (V * (V * R - R * V) - (V * R - R * V) * V) := by
      rw [smul_mul_smul_comm, smul_mul_smul_comm, neg_mul_neg, Complex.I_mul_I, ← smul_sub]
    rw [hhalf, hd]
    simp only [mul_sub, sub_mul, mul_assoc]
    module
  have h := second_order_limit (hasDerivAt_evolved ((-Complex.I) • V) R)
    (hasDerivAt_evolved ((-Complex.I) • V)
      (((-Complex.I) • V) * R - R * ((-Complex.I) • V)) 0)
  simp only [zero_smul, NormedSpace.exp_zero, one_mul, mul_one] at h
  rw [hK, hB] at h
  have hcont : Continuous (partialTrace (n := n)) :=
    LinearMap.continuous_of_finiteDimensional _
  have h2 := (hcont.tendsto _).comp h
  rw [hsecond] at h2
  refine h2.congr (fun t => ?_)
  rw [Function.comp_apply, LinearMap.map_smul_of_tower, map_sub, map_sub,
    LinearMap.map_smul_of_tower, map_smul, hfirst, hR, hc, smul_zero, smul_zero, sub_zero]
  rfl
```

Differentiating twice at $t=0$ gives the acceleration
$$[A,[A,R]]=-[V,[V,R]]=2VRV-\{V^2,R\}.$$
Half of it is the operator just traced (`hB`). The partial trace is continuous, so it passes through the limit; the linear term drops out, leaving the change of state over $t^2$.

## The rate per collision

```lean
/-- Collision model limit: let `ρ_h` be the system state after one collision of angle `√h` with a
qubit without coherence, of excited population `p`. As `h` goes to zero from above, `(ρ_h - ρ)/h`
tends to `(1 - p) D[L]ρ + p D[L†]ρ`. -/
theorem collision_model_limit (L ρ : Matrix n n ℂ) (p : ℝ) :
    Tendsto (fun h : ℝ => h⁻¹ • (collide L p ρ (√h) - ρ)) (𝓝[>] 0)
      (𝓝 ((1 - (p : ℂ)) • dissipator L ρ + (p : ℂ) • dissipator Lᴴ ρ)) := by
  have hs : Tendsto (fun h : ℝ => √h) (𝓝[>] 0) (𝓝[>] 0) := by
    refine tendsto_nhdsWithin_iff.2 ⟨?_, ?_⟩
    · have h0 := (Real.continuous_sqrt.tendsto 0).mono_left
        (nhdsWithin_le_nhds (s := Set.Ioi (0 : ℝ)))
      rwa [Real.sqrt_zero] at h0
    · filter_upwards [self_mem_nhdsWithin] with h hh
      exact Real.sqrt_pos.2 hh
  refine ((collide_quadratic L ρ p).comp hs).congr' ?_
  filter_upwards [self_mem_nhdsWithin] with h hh
  rw [Function.comp_apply, Real.sq_sqrt (le_of_lt hh)]
```

Put $t=\sqrt h$, so $t^2=h$. With $\rho_h$ the state after the collision,
$$\frac{\rho_h-\rho}{h}\to(1-p)D[L]\rho+p\,D[L^\dagger]\rho.$$
The scaling stands for an interaction $V/\sqrt h$ acting for time $h$.

Coherence in the qubit can destroy this limit. Take a two-level system with $L=\sigma_z$, so $V=\sigma_z\otimes\sigma_x$, and prepare the qubit in the $+1$ eigenstate of $\sigma_x$. The system then evolves by $e^{-i\sqrt h\,\sigma_z}$, and $\rho_{01}$ becomes $e^{-2i\sqrt h}\rho_{01}$. If $\rho_{01}\ne0$, the rate diverges like $1/\sqrt h$.

```lean
/-- Let `ρ_h` be the system state after one collision of angle `√h` with a qubit in its ground
state. As `h` goes to zero from above, `(ρ_h - ρ)/h` tends to `L ρ L† - (1/2){L† L, ρ}`. -/
theorem ground_state_collision_limit (L ρ : Matrix n n ℂ) :
    Tendsto (fun h : ℝ => h⁻¹ • (collide L 0 ρ (√h) - ρ)) (𝓝[>] 0)
      (𝓝 (L * ρ * Lᴴ - (1 / 2 : ℂ) • (Lᴴ * L * ρ + ρ * (Lᴴ * L)))) := by
  have h := collision_model_limit L ρ 0
  rw [Complex.ofReal_zero, sub_zero, one_smul, zero_smul, add_zero] at h
  exact h
```

At $p=0$ only $D[L]\rho$ remains. In quantum simulation, a regularly reset qubit can thus supply a Lindblad generator with one jump operator, for a finite system without its own Hamiltonian. The theorem concerns the rate of a single collision; convergence of a long sequence to the master equation's solution would need a further argument.

```lean
/-- For a qubit without coherence and a collision angle `h` instead of `√h`, the change of the
system state in one collision, divided by `h`, tends to zero. -/
theorem unscaled_collision_limit (L ρ : Matrix n n ℂ) (p : ℝ) :
    Tendsto (fun h : ℝ => h⁻¹ • (collide L p ρ h - ρ)) (𝓝[>] 0) (𝓝 0) := by
  have hid : Tendsto (fun h : ℝ => h) (𝓝[>] 0) (𝓝 0) :=
    tendsto_id.mono_left nhdsWithin_le_nhds
  have h := hid.smul (collide_quadratic L ρ p)
  rw [zero_smul] at h
  refine h.congr' ?_
  filter_upwards [self_mem_nhdsWithin] with t ht
  have ht0 : t ≠ 0 := ne_of_gt ht
  rw [smul_smul]
  congr 1
  field_simp

end

end CollisionModel
```

With angle $h$, the rate is $h$ times the change over $h^2$. The second factor has a finite limit, so the product tends to zero.

```lean
#print axioms CollisionModel.ground_state_collision_limit
-- 'CollisionModel.ground_state_collision_limit' depends on axioms: [propext, Classical.choice, Quot.sound]
#print axioms CollisionModel.unscaled_collision_limit
-- 'CollisionModel.unscaled_collision_limit' depends on axioms: [propext, Classical.choice, Quot.sound]
```
